# Spin mapping for N ≥ 2 levels: the one non-negative γ for which N times the average over a 2-design reproduces tr AB

In a mapping simulation, a wrong zero-point parameter can spoil a correlation function before the first time step. Take a two-level system, represent σz by its plain expectation value, and average over normalised states spread evenly over the Bloch sphere. Twice the average of ⟨σz⟩² is 2/3, while the quantum trace tr σz² is 2. With γ = 1 in the kernel defined below, the result is 8/3. More trajectories reduce the scatter around these numbers, but they don't move them towards 2.

## The trace identity and its condition on γ

Let c be a unit vector in C^N, with c† its conjugate transpose, and let I be the identity matrix. The mapping kernel is

w = (1 + Nγ/2) c c† − (γ/2) I

An observable A is represented by the number tr(Aw). In the oscillator picture of the mapping, γ/2 is the zero-point population subtracted from each level.

The states are a finite set cₖ with real weights pₖ, and mean[f] = Σₖ pₖ f(cₖ). Write ⟨A⟩ = c†Ac. The set is assumed to be a 2-design, which here means that for all complex N×N matrices A and B

N(N+1) mean[⟨A⟩⟨B⟩] = tr A tr B + tr AB

This hypothesis stands for isotropic sampling: up to second moments, no direction in state space is preferred. For N ≥ 2 and γ ≥ 0, the identity

N mean[tr(Aw) tr(Bw)] = tr AB for all A and B

then holds exactly when

γ = (2/N)(√(N+1) − 1)

For two levels this is γ = √3 − 1 ≈ 0.732.

## Initial sampling in a mapping code

Codes often absorb the prefactor into the vector. With z = √(1 + Nγ/2) c, the kernel is z z† − (γ/2) I, and the correct γ corresponds to |z|² = √(N+1). With `rng` a NumPy random generator, drawing one initial condition takes a few lines:

```python
gamma = 2 / N * (np.sqrt(N + 1) - 1)
z = rng.normal(size=N) + 1j * rng.normal(size=N)
z *= (N + 1) ** 0.25 / np.linalg.norm(z)
w = np.outer(z, z.conj()) - gamma / 2 * np.eye(N)
```

The population of level n is then |zₙ|² − γ/2, and the populations sum to one. The radius and the subtraction must use the same γ.

For two levels the routine can be checked without sampling noise. Replace the random vectors by the six spin eigenstates along ±x, ±y and ±z, each with weight 1/6. For σz, the function tr(σz w) is ±√3 on the two z states and zero on the other four. Its mean square is 1, and multiplication by N = 2 gives tr σz² = 2.

In an isolated N-level system with propagator U, the kernel evolves as UwU†, so using U†BU in place of B extends the identity to later times. Once classical nuclei respond to the mapping variables, U differs between trajectories and this argument no longer applies.

## From second moments to γ

Write s = 1 + Nγ/2 and g = γ/2, so that Ng = s − 1. Since tr(A c c†) = Σᵢⱼ Aᵢⱼ cⱼ cᵢ* = ⟨A⟩,

tr(Aw) = s⟨A⟩ − g tr A

The lower moments follow from the second. Setting B = I gives ⟨B⟩ = 1 and

N(N+1) mean[⟨A⟩] = N tr A + tr A = (N+1) tr A

Hence N mean[⟨A⟩] = tr A. Setting A = I as well gives mean[1] = 1, so the weights sum to one.

Now expand the product, with T = tr A tr B:

mean[tr(Aw) tr(Bw)] = s² mean[⟨A⟩⟨B⟩] − sg tr B mean[⟨A⟩] − sg tr A mean[⟨B⟩] + g²T

Multiply by N²(N+1), insert the moments and replace Ng by s − 1:

N²(N+1) mean[tr(Aw) tr(Bw)] = Ns²(T + tr AB) − 2(N+1)s(s−1)T + (N+1)(s−1)²T

The last two terms combine to −(N+1)(s²−1)T. The total coefficient of T is therefore Ns² − (N+1)(s²−1) = N+1−s². Subtracting N(N+1) tr AB from both sides gives the error for any γ:

N(N+1){N mean[tr(Aw) tr(Bw)] − tr AB} = (N+1−s²)(T − N tr AB)

If s² = N+1, the error vanishes for all A and B. Conversely, suppose that it always vanishes and take A = B = |0⟩⟨0|. Then T − N tr AB = 1 − N, which is nonzero for N ≥ 2, so s² = N+1. For N = 1 the right-hand side is zero whatever γ is.

Because γ ≥ 0 makes s positive, s² = N+1 means s = √(N+1), which is the stated γ. A negative γ could also satisfy the quadratic equation, through s = −√(N+1).

Finally, choose B = |j⟩⟨i|, for which tr(BM) = Mᵢⱼ. At the correct γ,

N mean[tr(Aw) wᵢⱼ] = Aᵢⱼ

so every observable can be rebuilt from its phase-space function.

## The Lean file

```lean
import Mathlib

open Matrix

namespace SpinMappingKernel

noncomputable section

variable {ι : Type*} [Fintype ι] {N : ℕ}

/-- The weighted sum of a phase-space function over finitely many sample points. -/
def mean (p : ι → ℝ) (f : ι → ℂ) : ℂ := ∑ k, (p k : ℂ) * f k

/-- The quadratic form `⟨v, A v⟩`, which is the expectation value of `A` when `v` is normalised. -/
def expect (v : Fin N → ℂ) (A : Matrix (Fin N) (Fin N) ℂ) : ℂ := star v ⬝ᵥ (A *ᵥ v)

/-- The mapping kernel `(1 + N γ / 2) v v* - (γ / 2) I` with zero-point parameter `γ`. -/
def kernel (γ : ℝ) (v : Fin N → ℂ) : Matrix (Fin N) (Fin N) ℂ :=
  (1 + N * γ / 2 : ℂ) • vecMulVec v (star v) - (γ / 2 : ℂ) • (1 : Matrix (Fin N) (Fin N) ℂ)

/-- Unit vectors `c k` with real weights `p k` whose averaged products of two expectation values
are `(tr A tr B + tr AB) / (N (N + 1))`, written without the division. -/
structure IsTwoDesign (p : ι → ℝ) (c : ι → Fin N → ℂ) : Prop where
  unit : ∀ k, star (c k) ⬝ᵥ c k = 1
  second_moment : ∀ A B : Matrix (Fin N) (Fin N) ℂ,
    (N : ℂ) * (N + 1) * mean p (fun k => expect (c k) A * expect (c k) B)
      = A.trace * B.trace + (A * B).trace

/-- The identity has expectation value one in a normalised state. -/
theorem expect_one {v : Fin N → ℂ} (hv : star v ⬝ᵥ v = 1) : expect v 1 = 1 := by
  rw [expect, Matrix.one_mulVec, hv]

/-- For any vector `v`, the phase-space function `tr(A w)` is `(1 + N γ / 2) ⟨v, A v⟩` minus the
zero-point term `γ / 2` times the trace of `A`. -/
theorem trace_mul_kernel (γ : ℝ) (v : Fin N → ℂ) (A : Matrix (Fin N) (Fin N) ℂ) :
    (A * kernel γ v).trace = (1 + N * γ / 2) * expect v A - γ / 2 * A.trace := by
  have h : (A * vecMulVec v (star v)).trace = expect v A := by
    simp only [expect, Matrix.trace, Matrix.diag_apply, Matrix.mul_apply,
      Matrix.vecMulVec_apply, dotProduct, Matrix.mulVec, Finset.mul_sum]
    exact Finset.sum_congr rfl fun i _ => Finset.sum_congr rfl fun j _ => by ring
  simp only [kernel, Matrix.mul_sub, Matrix.mul_smul, Matrix.mul_one, Matrix.trace_sub,
    Matrix.trace_smul, smul_eq_mul, h]

/-- Tracing a matrix against the transition operator `|j⟩⟨i|` reads off its `i j` element. -/
theorem trace_transition_mul (j i : Fin N) (M : Matrix (Fin N) (Fin N) ℂ) :
    (Matrix.single j i (1 : ℂ) * M).trace = M i j := by
  rw [Matrix.trace, Finset.sum_eq_single j]
  · simp [Matrix.mul_apply, Matrix.single_apply]
  · intro x _ hx
    simp [Matrix.mul_apply, hx.symm]
  · simp

/-- For states and weights satisfying `IsTwoDesign`, `N` times the averaged expectation value of an
observable is its trace. -/
theorem first_moment {p : ι → ℝ} {c : ι → Fin N → ℂ} (h : IsTwoDesign p c)
    (A : Matrix (Fin N) (Fin N) ℂ) :
    (N : ℂ) * mean p (fun k => expect (c k) A) = A.trace := by
  have h1 := fun k => expect_one (h.unit k)
  have h2 := h.second_moment A 1
  simp only [h1, mul_one, Matrix.trace_one, Fintype.card_fin] at h2
  apply mul_left_cancel₀ (Nat.cast_add_one_ne_zero N : (N : ℂ) + 1 ≠ 0)
  linear_combination h2

/-- For states and weights satisfying `IsTwoDesign`, the exact error of the phase-space trace
formula, multiplied by `N (N + 1)`, for every real `γ`. -/
theorem trace_formula_error {p : ι → ℝ} {c : ι → Fin N → ℂ} (h : IsTwoDesign p c) (γ : ℝ)
    (A B : Matrix (Fin N) (Fin N) ℂ) :
    (N : ℂ) * (N + 1) * (N * mean p (fun k =>
        (A * kernel γ (c k)).trace * (B * kernel γ (c k)).trace) - (A * B).trace)
      = (N + 1 - (1 + N * γ / 2) ^ 2) * (A.trace * B.trace - N * (A * B).trace) := by
  -- expand the average into second, first and zeroth moments
  have hm : mean p (fun k => (A * kernel γ (c k)).trace * (B * kernel γ (c k)).trace)
      = (1 + N * γ / 2) ^ 2 * mean p (fun k => expect (c k) A * expect (c k) B)
        - (1 + N * γ / 2) * (γ / 2) * B.trace * mean p (fun k => expect (c k) A)
        - (1 + N * γ / 2) * (γ / 2) * A.trace * mean p (fun k => expect (c k) B)
        + (γ / 2) ^ 2 * A.trace * B.trace * mean p (fun _ => 1) := by
    simp only [mean, trace_mul_kernel, Finset.mul_sum, ← Finset.sum_sub_distrib,
      ← Finset.sum_add_distrib]
    exact Finset.sum_congr rfl fun k _ => by ring
  have h1 := fun k => expect_one (h.unit k)
  have h0 := first_moment h 1
  simp only [h1, Matrix.trace_one, Fintype.card_fin] at h0
  rw [hm]
  linear_combination (N * (1 + N * γ / 2) ^ 2 : ℂ) * h.second_moment A B
    - (N * (N + 1) * (1 + N * γ / 2) * (γ / 2) * B.trace) * first_moment h A
    - (N * (N + 1) * (1 + N * γ / 2) * (γ / 2) * A.trace) * first_moment h B
    + (N * (N + 1) * (γ / 2) ^ 2 * A.trace * B.trace) * h0

/-- For `N > 0` and `γ ≥ 0`, the scale factor `1 + N γ / 2` squares to `N + 1` exactly when
`γ = (2 / N) (√(N + 1) - 1)`. -/
theorem scale_sq_iff (hN : 0 < N) {γ : ℝ} (hγ : 0 ≤ γ) :
    (1 + N * γ / 2) ^ 2 = (N : ℝ) + 1 ↔ γ = 2 / N * (√(N + 1) - 1) := by
  have hN0 : (N : ℝ) ≠ 0 := Nat.cast_ne_zero.2 hN.ne'
  have e : (N : ℝ) * (2 / N) = 2 := by field_simp
  generalize (2 : ℝ) / N = t at e ⊢
  constructor
  · intro h
    have hs : √((N : ℝ) + 1) = 1 + N * γ / 2 := by
      rw [← h]
      exact Real.sqrt_sq (by positivity)
    rw [hs]
    apply mul_left_cancel₀ hN0
    linear_combination (-(N * γ / 2)) * e
  · intro h
    have hs : 1 + N * γ / 2 = √((N : ℝ) + 1) := by
      rw [h]
      linear_combination ((√((N : ℝ) + 1) - 1) / 2) * e
    rw [hs, Real.sq_sqrt (by positivity)]

/-- For `N ≥ 2` levels, `γ ≥ 0` and states and weights satisfying `IsTwoDesign`, `N` times the
phase-space average reproduces the quantum trace `tr AB` for all `A` and `B` exactly when
`γ = (2 / N) (√(N + 1) - 1)`. -/
theorem trace_formula_iff (hN : 2 ≤ N) {p : ι → ℝ} {c : ι → Fin N → ℂ}
    (h : IsTwoDesign p c) {γ : ℝ} (hγ : 0 ≤ γ) :
    (∀ A B : Matrix (Fin N) (Fin N) ℂ, (N : ℂ) * mean p (fun k =>
        (A * kernel γ (c k)).trace * (B * kernel γ (c k)).trace) = (A * B).trace)
      ↔ γ = 2 / N * (√(N + 1) - 1) := by
  rw [← scale_sq_iff (by omega) hγ]
  constructor
  · intro H
    -- test the formula on the projector onto one basis state
    let i : Fin N := ⟨0, by omega⟩
    have tE := trace_transition_mul i i 1
    rw [Matrix.mul_one, Matrix.one_apply_eq] at tE
    have tEE : (Matrix.single i i (1 : ℂ) * Matrix.single i i (1 : ℂ)).trace = 1 := by
      rw [trace_transition_mul]
      simp
    have d := trace_formula_error h γ (Matrix.single i i 1) (Matrix.single i i 1)
    rw [H, sub_self, mul_zero, tE, tEE] at d
    have hne : (1 : ℂ) * 1 - N * 1 ≠ 0 := by
      intro h0
      have h1 : (N : ℂ) = 1 := by linear_combination -h0
      have h2 : N = 1 := by exact_mod_cast h1
      omega
    have z := (mul_eq_zero.mp d.symm).resolve_right hne
    apply Complex.ofReal_injective
    push_cast
    linear_combination -z
  · intro s A B
    have sC := congrArg (fun x : ℝ => (x : ℂ)) s
    push_cast at sC
    have d := trace_formula_error h γ A B
    rw [sC, sub_self, zero_mul] at d
    have hne : (N : ℂ) * (N + 1) ≠ 0 :=
      mul_ne_zero (Nat.cast_ne_zero.2 (by omega)) (Nat.cast_add_one_ne_zero N)
    exact sub_eq_zero.mp ((mul_eq_zero.mp d).resolve_left hne)

/-- For `N ≥ 2`, `γ = (2 / N) (√(N + 1) - 1)` and states and weights satisfying `IsTwoDesign`, each
matrix element of an observable is `N` times the average of its phase-space function multiplied by
the same element of the kernel. -/
theorem reconstruction (hN : 2 ≤ N) {p : ι → ℝ} {c : ι → Fin N → ℂ}
    (h : IsTwoDesign p c) {γ : ℝ} (hγ : γ = 2 / N * (√(N + 1) - 1))
    (A : Matrix (Fin N) (Fin N) ℂ) (i j : Fin N) :
    (N : ℂ) * mean p (fun k => (A * kernel γ (c k)).trace * kernel γ (c k) i j) = A i j := by
  have h1 : 1 ≤ √((N : ℝ) + 1) :=
    (Real.le_sqrt' one_pos).2 (by nlinarith [Nat.cast_nonneg (α := ℝ) N])
  have h0 : 0 ≤ γ := by
    rw [hγ]
    exact mul_nonneg (by positivity) (sub_nonneg.2 h1)
  have t := (trace_formula_iff hN h h0).2 hγ A (Matrix.single j i 1)
  rw [Matrix.trace_mul_comm A (Matrix.single j i 1)] at t
  simpa only [trace_transition_mul] using t

/-- Six two-level states: the spin-1/2 eigenstates along `z`, `x` and `y`, with phases chosen so
that all components have rational real and imaginary parts. -/
def axisStates : Fin 6 → Fin 2 → ℂ :=
  ![![1, 0], ![0, 1], ![⟨1/2, 1/2⟩, ⟨1/2, 1/2⟩], ![⟨1/2, 1/2⟩, ⟨-1/2, -1/2⟩],
    ![⟨1/2, 1/2⟩, ⟨-1/2, 1/2⟩], ![⟨1/2, 1/2⟩, ⟨1/2, -1/2⟩]]

/-- The six axis states with equal weights `1/6` satisfy `IsTwoDesign`: they are normalised and obey
its second-moment identity. -/
theorem isTwoDesign_witness : IsTwoDesign (fun _ => 1 / 6) axisStates := by
  have e : ∀ (k : Fin 6) (M : Matrix (Fin 2) (Fin 2) ℂ), expect (axisStates k) M =
      ![M 0 0, M 1 1, (M 0 0 + M 0 1 + M 1 0 + M 1 1) / 2,
        (M 0 0 - M 0 1 - M 1 0 + M 1 1) / 2,
        (M 0 0 + Complex.I * (M 0 1 - M 1 0) + M 1 1) / 2,
        (M 0 0 - Complex.I * (M 0 1 - M 1 0) + M 1 1) / 2] k := by
    intro k M
    fin_cases k <;> apply Complex.ext <;>
      simp [expect, axisStates, dotProduct, Matrix.mulVec, Fin.sum_univ_two] <;> ring
  constructor
  · intro k
    fin_cases k <;> apply Complex.ext <;>
      simp [axisStates, dotProduct, Fin.sum_univ_two] <;> norm_num
  · intro A B
    simp [mean, e, Fin.sum_univ_six, Matrix.trace_fin_two, Matrix.mul_apply, Fin.sum_univ_two]
    linear_combination ((A 0 1 - A 1 0) * (B 0 1 - B 1 0) / 2) * Complex.I_sq

end

end SpinMappingKernel
```

```lean
#print axioms SpinMappingKernel.trace_formula_iff
#print axioms SpinMappingKernel.reconstruction
```

```
'SpinMappingKernel.trace_formula_iff' depends on axioms: [propext, Classical.choice, Quot.sound]
'SpinMappingKernel.reconstruction' depends on axioms: [propext, Classical.choice, Quot.sound]
```

## States, weights and lemmas in the code

`Fin N` labels the levels, starting from 0, and the finite type `ι` labels the sample points. `mean p f` is the weighted sum, `expect v A` is ⟨A⟩ in the state v, and `kernel γ v` is w. The structure `IsTwoDesign p c` holds the two assumptions: `unit` normalises each vector, and `second_moment` is the 2-design identity. Weights may be negative, and A and B need not be Hermitian.

`trace_formula_iff` states the equivalence: under `2 ≤ N`, `IsTwoDesign p c` and `0 ≤ γ`, the trace identity for all A and B holds if and only if γ has the given value. `reconstruction` is the matrix-element formula.

The lemmas follow the derivation. `trace_mul_kernel` evaluates tr(Aw), using `expect` for tr(A c c†). `first_moment` sets B = I, and `trace_formula_error` gives the error for every γ. `scale_sq_iff` solves the quadratic equation, using γ ≥ 0 to choose the positive root.

In `trace_formula_iff`, the forward direction inserts `Matrix.single i i 1`, the projector onto level 0, and cancels the nonzero factor 1 − N. The reverse direction makes the right-hand side of the error formula zero and cancels N(N+1). `reconstruction` first shows that the given γ is non-negative, then applies the equivalence with `Matrix.single j i 1` as B. `trace_transition_mul` reads off the matrix element.

`isTwoDesign_witness` proves that the six axis states satisfy both assumptions. It tabulates their expectation values for a general 2×2 matrix, then adds up the products.

## Combining the moments with `linear_combination`

The central algebra is done by the tactic `linear_combination`. It receives known equations, each with a coefficient, and asks `ring` to verify that the difference between the two sides of the goal equals the same combination of the differences in the known equations.

In `trace_formula_error`, the step `hm` first splits the average into moments. The tactic then combines four equations: the second moment, the first moments of A and B, and the normalisation `h0`. The coefficient of the second moment is Ns². The first moments carry −N(N+1)sg multiplied by the trace of the other observable, and the normalisation carries N(N+1)g²T. These are the weights from the expansion by hand, after the common factor has been divided between the coefficients and the moment equations. `ring` treats each average as an unknown symbol, so it needs no information about individual sample points.

## Reach of the result: exact 2-designs and static averages

For N ≥ 2, γ ≥ 0 and any finite set of unit vectors that satisfies the second-moment identity, the condition on γ is both necessary and sufficient, and the error formula gives the deviation at every other γ. For traceless observables, N times the average is s²/(N+1) times tr AB, which accounts for the factors 1/3 and 4/3 in the opening example.

The second-moment identity is an assumption for general N; the file establishes it for one explicit set, with N = 2. The uniform distribution on the unit sphere has the same second moments, but it is a continuous average, whereas `mean` is a finite sum. A random sample of trajectories satisfies the identity only up to statistical error, so the trace formula then also carries sampling noise.

The theorems concern averages at a single time for a finite number of levels. They contain no Hamiltonian, nuclear motion or integrator, and they give no bound on the error of nonadiabatic dynamics. For simulations that sample normalised states isotropically and use the same kernel for both observables, they fix the non-negative zero-point parameter by the requirement that static two-operator traces of a system with at least two levels come out right.
